# The mean displacement of a cavity mode from the mean dipole and the external current

## A molecule and a current driving one mode

A molecule sits in an optical cavity, and an external current also drives the field. The molecule's dipole pushes the cavity mode, and the mode acts back on the molecule. How much must be known about the correlated light-matter state to predict the mean field amplitude?

For one mode with linear dipole coupling, the mean dipole, the current and two initial values suffice, provided that the means obey the Ehrenfest equation and that the mean dipole and the current term J(t) below are continuous in time. With ħ = 1, the Hamiltonian is

H(t) = M(t) + P²/2 + (ωQ − D)²/2 + J(t)Q.

Q is the displacement coordinate of the mode, P its conjugate momentum and ω its frequency. M is the matter Hamiltonian, including any interaction between electrons. D is the molecular dipole projected on the mode's polarisation and multiplied by the coupling strength; it is not the electric displacement field. J is the whole coefficient of Q, so a convention that writes this term as (j/ω)Q has J = j/ω. It is called the external current here, but when ωQ − D represents the electric field of the mode, J is proportional to the time derivative of the physical current.

## The formula and its hypotheses

Let f(t) = ω⟨D⟩(t) − J(t), a = ⟨Q⟩(0) and b = ⟨P⟩(0). Then at every real time t

⟨Q⟩(t) = a cos(ωt) + (b/ω) sin(ωt) + (1/ω) ∫₀ᵗ sin(ω(t−s)) f(s) ds.

This is `mean_displacement`. Its operators are elements of a complex algebra `A`. `CavityOperators` requires [Q,P] = i and that D and M commute with Q and P; D and M need not commute with each other. The state at time t is a linear functional `φ t` with `φ t 1 = 1`, and the measured mean is the real part of its value. For a physical state and a Hermitian observable, that value is already real.

`Ehrenfest` states d⟨X⟩/dt = ⟨i[H,X]⟩, and it is assumed for X = Q and X = P. It stands for Schrödinger evolution. The step left to the user is to show that an actual molecular state, with unbounded Q and P, has finite means that obey these two equations.

The purely classical part is `isDriven_iff`. `IsDriven` writes q″ + ω²q = f as the pair q′ = v, v′ = f − ω²q. For ω ≠ 0 and continuous f, such a pair has initial values a, b exactly when it equals `displacement` and `velocity`. The usual case ω > 0 is included.

In density-functional treatments of a single linearly coupled mode, the photon equation therefore needs no approximation of its own: errors enter through ⟨D⟩. The mean dipole is an input here, and finding it still requires the coupled matter problem.

## From commutators to a driven oscillator

Since [P,Q] = −i,

[P²,Q] = P[P,Q] + [P,Q]P = −2iP.

Everything else in H commutes with Q, so i[H,Q] = i(−iP) = P.

For the momentum, put X = ωQ − D. Then [X,P] = iω and [X²,P] = 2iωX, which gives

[H,P] = iωX + iJ,
i[H,P] = −ω(ωQ − D) − J = ωD − ω²Q − J.

Now take means, with q = ⟨Q⟩, v = ⟨P⟩ and ⟨1⟩ = 1:

q′ = v,
v′ = f − ω²q.

## Solving with memory integrals

Define

S(t) = ∫₀ᵗ sin(ω(t−s)) f(s) ds,
C(t) = ∫₀ᵗ cos(ω(t−s)) f(s) ds,
K(t) = ∫₀ᵗ cos(ωs) f(s) ds,
L(t) = ∫₀ᵗ sin(ωs) f(s) ds.

The addition theorems separate t from s:

S = sin(ωt) K − cos(ωt) L,
C = cos(ωt) K + sin(ωt) L.

As f is continuous, K′ = cos(ωt) f and L′ = sin(ωt) f. Hence

S′ = ω[cos(ωt) K + sin(ωt) L] + [sin(ωt) cos(ωt) − cos(ωt) sin(ωt)] f = ωC,
C′ = ω[−sin(ωt) K + cos(ωt) L] + [cos²(ωt) + sin²(ωt)] f = f − ωS.

Differentiating q = a cos(ωt) + (b/ω) sin(ωt) + S/ω twice gives

q′ = −aω sin(ωt) + b cos(ωt) + C = v,
v′ = −aω² cos(ωt) − bω sin(ωt) + f − ωS = f − ω²q.

Because S(0) = C(0) = 0, the initial values are q(0) = a and v(0) = b.

## Uniqueness, and reading the force back

Let x and y be the differences in displacement and velocity between two solutions with the same force and initial data. Then x′ = y and y′ = −ω²x, so

(y² + ω²x²)′ = −2ω²xy + 2ω²xy = 0.

This quantity, twice the oscillator energy of the difference, starts at zero and stays there. Both squares vanish, and since ω ≠ 0, x = y = 0.

In the other direction, q fixes v = q′ and then f = v′ + ω²q. A displacement trajectory thus determines the combination ω⟨D⟩ − J, and determines J once ⟨D⟩ is known. Whether the electron density fixes the potential acting on the electrons, as a full density-functional mapping requires, is a question about the matter that the mode equation cannot settle.

## The limit of a very slow mode

For fixed t, a, b and f, letting ω → 0 turns the formula into

q(t) = a + bt + ∫₀ᵗ (t−s) f(s) ds,

the motion of a free particle of unit mass under the force f. The Lean expression does not take this limit: at ω = 0 its divisions return zero and `displacement` stays at a, so the theorem asks for ω ≠ 0.

## The complete Lean file

```lean
import Mathlib

open intervalIntegral

namespace CavityModeQEDFT

noncomputable section

/-- The displacement `q` and velocity `v` of a mode of frequency `ω` driven by the force `f`:
`q' = v` and `v' = f - ω² q` at all times. -/
def IsDriven (ω : ℝ) (f q v : ℝ → ℝ) : Prop :=
  ∀ t, HasDerivAt q (v t) t ∧ HasDerivAt v (f t - ω ^ 2 * q t) t

/-- Displacement at time `t` of a mode with initial displacement `a` and velocity `b`, driven
by `f`; the domain is `ω ≠ 0`. -/
def displacement (ω a b : ℝ) (f : ℝ → ℝ) (t : ℝ) : ℝ :=
  a * Real.cos (ω * t) + b / ω * Real.sin (ω * t)
    + 1 / ω * ∫ s in (0 : ℝ)..t, Real.sin (ω * (t - s)) * f s

/-- Velocity at time `t` of a mode with initial displacement `a` and velocity `b`, driven
by `f`. -/
def velocity (ω a b : ℝ) (f : ℝ → ℝ) (t : ℝ) : ℝ :=
  -(a * ω) * Real.sin (ω * t) + b * Real.cos (ω * t)
    + ∫ s in (0 : ℝ)..t, Real.cos (ω * (t - s)) * f s

/-- For a continuous force, the sine and cosine memory integrals of the mode differentiate into each
other up to the factors `ω` and `-ω`, and the cosine integral also picks up the instantaneous force.
-/
theorem memory_hasDerivAt (ω : ℝ) {f : ℝ → ℝ} (hf : Continuous f) (t : ℝ) :
    HasDerivAt (fun u => ∫ s in (0 : ℝ)..u, Real.sin (ω * (u - s)) * f s)
      (ω * ∫ s in (0 : ℝ)..t, Real.cos (ω * (t - s)) * f s) t ∧
    HasDerivAt (fun u => ∫ s in (0 : ℝ)..u, Real.cos (ω * (u - s)) * f s)
      (f t - ω * ∫ s in (0 : ℝ)..t, Real.sin (ω * (t - s)) * f s) t := by
  have cC : Continuous fun s => Real.cos (ω * s) * f s := by fun_prop
  have cS : Continuous fun s => Real.sin (ω * s) * f s := by fun_prop
  -- the addition theorems separate the two times
  have eS : ∀ u, ∫ s in (0 : ℝ)..u, Real.sin (ω * (u - s)) * f s =
      Real.sin (ω * u) * (∫ s in (0 : ℝ)..u, Real.cos (ω * s) * f s)
        - Real.cos (ω * u) * ∫ s in (0 : ℝ)..u, Real.sin (ω * s) * f s := by
    intro u
    rw [← integral_const_mul, ← integral_const_mul,
      ← integral_sub ((cC.const_mul _).intervalIntegrable _ _)
        ((cS.const_mul _).intervalIntegrable _ _)]
    refine integral_congr fun s _ => ?_
    show Real.sin (ω * (u - s)) * f s = Real.sin (ω * u) * (Real.cos (ω * s) * f s)
      - Real.cos (ω * u) * (Real.sin (ω * s) * f s)
    rw [mul_sub, Real.sin_sub]
    ring
  have eC : ∀ u, ∫ s in (0 : ℝ)..u, Real.cos (ω * (u - s)) * f s =
      Real.cos (ω * u) * (∫ s in (0 : ℝ)..u, Real.cos (ω * s) * f s)
        + Real.sin (ω * u) * ∫ s in (0 : ℝ)..u, Real.sin (ω * s) * f s := by
    intro u
    rw [← integral_const_mul, ← integral_const_mul,
      ← integral_add ((cC.const_mul _).intervalIntegrable _ _)
        ((cS.const_mul _).intervalIntegrable _ _)]
    refine integral_congr fun s _ => ?_
    show Real.cos (ω * (u - s)) * f s = Real.cos (ω * u) * (Real.cos (ω * s) * f s)
      + Real.sin (ω * u) * (Real.sin (ω * s) * f s)
    rw [mul_sub, Real.cos_sub]
    ring
  have hθ : HasDerivAt (fun s => ω * s) ω t := by
    simpa using (hasDerivAt_id t).const_mul ω
  have hC : HasDerivAt (fun u => ∫ s in (0 : ℝ)..u, Real.cos (ω * s) * f s)
      (Real.cos (ω * t) * f t) t := (cC.integral_hasStrictDerivAt 0 t).hasDerivAt
  have hS : HasDerivAt (fun u => ∫ s in (0 : ℝ)..u, Real.sin (ω * s) * f s)
      (Real.sin (ω * t) * f t) t := (cS.integral_hasStrictDerivAt 0 t).hasDerivAt
  constructor
  · rw [funext eS, eC t]
    exact ((hθ.sin.fun_mul hC).fun_sub (hθ.cos.fun_mul hS)).congr_deriv (by ring)
  · rw [funext eC, eS t]
    exact ((hθ.cos.fun_mul hC).fun_add (hθ.sin.fun_mul hS)).congr_deriv
      (by linear_combination f t * Real.sin_sq_add_cos_sq (ω * t))

/-- Two trajectories of a mode of nonzero frequency under the same force, with equal initial
displacement and velocity, coincide at all times. -/
theorem IsDriven.unique {ω : ℝ} (hω : ω ≠ 0) {f q₁ v₁ q₂ v₂ : ℝ → ℝ}
    (h₁ : IsDriven ω f q₁ v₁) (h₂ : IsDriven ω f q₂ v₂)
    (hq : q₁ 0 = q₂ 0) (hv : v₁ 0 = v₂ 0) : q₁ = q₂ ∧ v₁ = v₂ := by
  -- the energy of the difference is conserved
  have hE : ∀ t, HasDerivAt (fun s => (v₁ s - v₂ s) * (v₁ s - v₂ s)
      + ω ^ 2 * ((q₁ s - q₂ s) * (q₁ s - q₂ s))) 0 t := by
    intro t
    have hx := (h₁ t).1.fun_sub (h₂ t).1
    have hy := (h₁ t).2.fun_sub (h₂ t).2
    exact ((hy.fun_mul hy).fun_add ((hx.fun_mul hx).const_mul (ω ^ 2))).congr_deriv (by ring)
  have h0 : ∀ t, (v₁ t - v₂ t) * (v₁ t - v₂ t)
      + ω ^ 2 * ((q₁ t - q₂ t) * (q₁ t - q₂ t)) = 0 := by
    intro t
    have h := is_const_of_deriv_eq_zero (fun s => (hE s).differentiableAt)
      (fun s => (hE s).deriv) t 0
    simpa only [hq, hv, sub_self, mul_zero, add_zero] using h
  constructor <;> funext t
  · have h : (ω * (q₁ t - q₂ t)) ^ 2 = 0 := by
      nlinarith [h0 t, mul_self_nonneg (v₁ t - v₂ t), sq_nonneg (ω * (q₁ t - q₂ t))]
    exact sub_eq_zero.mp ((mul_eq_zero.mp (pow_eq_zero_iff two_ne_zero |>.mp h)).resolve_left hω)
  · have h : (v₁ t - v₂ t) ^ 2 = 0 := by
      nlinarith [h0 t, sq_nonneg (v₁ t - v₂ t), sq_nonneg (ω * (q₁ t - q₂ t))]
    exact sub_eq_zero.mp (pow_eq_zero_iff two_ne_zero |>.mp h)

/-- For nonzero frequency and a continuous force, a pair `q, v` is the driven trajectory with
initial data `a, b` exactly when it is given by the explicit formulas. -/
theorem isDriven_iff {ω : ℝ} (hω : ω ≠ 0) {f : ℝ → ℝ} (hf : Continuous f) (a b : ℝ)
    (q v : ℝ → ℝ) : (IsDriven ω f q v ∧ q 0 = a ∧ v 0 = b) ↔
      (q = displacement ω a b f ∧ v = velocity ω a b f) := by
  have hi : 1 / ω * ω = 1 := one_div_mul_cancel hω
  have sol : IsDriven ω f (displacement ω a b f) (velocity ω a b f) := by
    intro t
    have hθ : HasDerivAt (fun s => ω * s) ω t := by
      simpa using (hasDerivAt_id t).const_mul ω
    obtain ⟨hS, hC⟩ := memory_hasDerivAt ω hf t
    constructor
    · refine (((hθ.cos.const_mul a).fun_add (hθ.sin.const_mul (b / ω))).fun_add
        (hS.const_mul (1 / ω))).congr_deriv ?_
      unfold velocity
      linear_combination (b * Real.cos (ω * t)
        + ∫ s in (0 : ℝ)..t, Real.cos (ω * (t - s)) * f s) * hi
    · refine (((hθ.sin.const_mul (-(a * ω))).fun_add (hθ.cos.const_mul b)).fun_add
        hC).congr_deriv ?_
      unfold displacement
      linear_combination ω * (b * Real.sin (ω * t)
        + ∫ s in (0 : ℝ)..t, Real.sin (ω * (t - s)) * f s) * hi
  have q0 : displacement ω a b f 0 = a := by simp [displacement]
  have v0 : velocity ω a b f 0 = b := by simp [velocity]
  constructor
  · rintro ⟨h, hq, hv⟩
    exact h.unique hω sol (hq.trans q0.symm) (hv.trans v0.symm)
  · rintro ⟨rfl, rfl⟩
    exact ⟨sol, q0, v0⟩

/-- Conversely, the displacement trajectory of a mode determines the force that drives it. -/
theorem force_unique {ω : ℝ} {f₁ f₂ q v₁ v₂ : ℝ → ℝ}
    (h₁ : IsDriven ω f₁ q v₁) (h₂ : IsDriven ω f₂ q v₂) : f₁ = f₂ := by
  have hv : v₁ = v₂ := funext fun t => (h₁ t).1.unique (h₂ t).1
  subst hv
  funext t
  linarith [(h₁ t).2.unique (h₂ t).2]

variable {A : Type*} [Ring A] [Algebra ℂ A]

/-- A photon mode `Q, P` with `[Q, P] = i`, and a matter dipole `D` and matter Hamiltonian `M`
that commute with `Q` and `P`. -/
structure CavityOperators (Q P D M : A) : Prop where
  ccr : Q * P - P * Q = Complex.I • (1 : A)
  dQ : D * Q = Q * D
  dP : D * P = P * D
  mQ : M * Q = Q * M
  mP : M * P = P * M

/-- The light-matter Hamiltonian `M + P²/2 + (ωQ - D)²/2 + J Q`, with external current `J`. -/
def hamiltonian (ω J : ℝ) (Q P D M : A) : A :=
  M + (1 / 2 : ℂ) • (P * P)
    + (1 / 2 : ℂ) • (((ω : ℂ) • Q - D) * ((ω : ℂ) • Q - D)) + (J : ℂ) • Q

/-- The expectations `φ` obey the Ehrenfest equation `d⟨X⟩/dt = ⟨i[H, X]⟩` for the observable
`X`, in real parts and with `ħ = 1`. -/
def Ehrenfest (φ : ℝ → A →ₗ[ℂ] ℂ) (H : ℝ → A) (X : A) : Prop :=
  ∀ t, HasDerivAt (fun s => (φ s X).re) (φ t (Complex.I • (H t * X - X * H t))).re t

/-- If `[X, Y]` is the number `c`, then `[X², Y] = 2c X`. -/
theorem sq_commutator (X Y : A) (c : ℂ) (h : X * Y = Y * X + c • (1 : A)) :
    X * X * Y = Y * (X * X) + (2 * c) • X := by
  calc X * X * Y = X * (Y * X + c • (1 : A)) := by rw [mul_assoc, h]
    _ = X * Y * X + c • X := by rw [mul_add, mul_smul_comm, mul_one, mul_assoc]
    _ = (Y * X + c • (1 : A)) * X + c • X := by rw [h]
    _ = Y * (X * X) + (2 * c) • X := by
      rw [add_mul, smul_mul_assoc, one_mul, mul_assoc]
      module

/-- The Heisenberg equations of the coupled mode, for operators satisfying `CavityOperators`:
`i[H, Q] = P` and `i[H, P] = ωD - ω²Q - J`. -/
theorem heisenberg (ω J : ℝ) {Q P D M : A} (h : CavityOperators Q P D M) :
    Complex.I • (hamiltonian ω J Q P D M * Q - Q * hamiltonian ω J Q P D M) = P ∧
    Complex.I • (hamiltonian ω J Q P D M * P - P * hamiltonian ω J Q P D M)
      = (ω : ℂ) • D - ((ω ^ 2 : ℝ) : ℂ) • Q - (J : ℂ) • (1 : A) := by
  have hQP : Q * P = P * Q + Complex.I • (1 : A) := by rw [← h.ccr]; abel
  constructor
  · have hP := sq_commutator P Q (-Complex.I) (by rw [neg_smul, ← h.ccr]; abel)
    have hX := sq_commutator ((ω : ℂ) • Q - D) Q 0 (by
      simp only [sub_mul, mul_sub, smul_mul_assoc, mul_smul_comm, h.dQ, zero_smul, add_zero])
    have key : hamiltonian ω J Q P D M * Q - Q * hamiltonian ω J Q P D M
        = (-Complex.I) • P := by
      unfold hamiltonian
      simp only [add_mul, mul_add, smul_mul_assoc, mul_smul_comm]
      rw [hP, hX, h.mQ]
      module
    rw [key, smul_smul, mul_neg, Complex.I_mul_I, neg_neg, one_smul]
  · have hX := sq_commutator ((ω : ℂ) • Q - D) P (ω * Complex.I) (by
      simp only [sub_mul, mul_sub, smul_mul_assoc, mul_smul_comm, hQP, h.dP]
      module)
    have key : hamiltonian ω J Q P D M * P - P * hamiltonian ω J Q P D M
        = Complex.I • ((ω : ℂ) • ((ω : ℂ) • Q - D) + (J : ℂ) • (1 : A)) := by
      unfold hamiltonian
      simp only [add_mul, mul_add, smul_mul_assoc, mul_smul_comm]
      rw [hX, hQP, h.mP, mul_assoc P P P]
      module
    rw [key, smul_smul, Complex.I_mul_I]
    push_cast
    module

/-- Exact mean photon displacement for the light-matter `hamiltonian`, with operators satisfying
`CavityOperators` at all times: for `ω ≠ 0`, normalised expectations obeying the Ehrenfest equation
for `Q` and `P`, and continuous mean dipole and current, `⟨Q⟩` is the displacement of a mode driven
by `ω⟨D⟩ - J` from the initial values of `⟨Q⟩` and `⟨P⟩`. -/
theorem mean_displacement {ω : ℝ} (hω : ω ≠ 0) {J : ℝ → ℝ} {Q P D : A} {M : ℝ → A}
    (h : ∀ t, CavityOperators Q P D (M t)) {φ : ℝ → A →ₗ[ℂ] ℂ} (h1 : ∀ t, φ t 1 = 1)
    (hQ : Ehrenfest φ (fun t => hamiltonian ω (J t) Q P D (M t)) Q)
    (hP : Ehrenfest φ (fun t => hamiltonian ω (J t) Q P D (M t)) P)
    (hD : Continuous fun t => (φ t D).re) (hJ : Continuous J) (t : ℝ) :
    (φ t Q).re =
      displacement ω (φ 0 Q).re (φ 0 P).re (fun s => ω * (φ s D).re - J s) t := by
  -- the means obey the classical driven-oscillator equation
  have hd : IsDriven ω (fun s => ω * (φ s D).re - J s)
      (fun s => (φ s Q).re) (fun s => (φ s P).re) := by
    intro s
    constructor
    · exact (hQ s).congr_deriv (by rw [(heisenberg ω (J s) (h s)).1])
    · refine (hP s).congr_deriv ?_
      rw [(heisenberg ω (J s) (h s)).2]
      simp only [map_sub, map_smul, smul_eq_mul, h1, mul_one, Complex.sub_re,
        Complex.re_ofReal_mul, Complex.ofReal_re]
      ring
  have hf : Continuous fun s => ω * (φ s D).re - J s := (hD.const_mul ω).sub hJ
  exact congrFun ((isDriven_iff hω hf _ _ _ _).mp ⟨hd, rfl, rfl⟩).1 t

open Polynomial in
/-- The relations `CavityOperators` hold for a two-level system and a photon mode on pairs of
polynomials, where `Q` multiplies by `X`, `P` is `-i d/dX`, the dipole swaps the levels and the
matter Hamiltonian projects on the first. -/
theorem cavityOperators_witness :
    CavityOperators (A := Module.End ℂ (ℂ[X] × ℂ[X]))
      (LinearMap.prodMap (LinearMap.mulLeft ℂ X) (LinearMap.mulLeft ℂ X))
      (LinearMap.prodMap ((-Complex.I) • derivative) ((-Complex.I) • derivative))
      (LinearMap.prod (LinearMap.snd ℂ ℂ[X] ℂ[X]) (LinearMap.fst ℂ ℂ[X] ℂ[X]))
      (LinearMap.inl ℂ ℂ[X] ℂ[X] ∘ₗ LinearMap.fst ℂ ℂ[X] ℂ[X]) := by
  have hc : ∀ f : ℂ[X], X * ((-Complex.I) • derivative f)
      - (-Complex.I) • derivative (X * f) = Complex.I • f := by
    intro f
    rw [derivative_mul, derivative_X]
    simp only [smul_eq_C_mul, C_neg, one_mul]
    ring
  exact
    { ccr := LinearMap.ext fun v => Prod.ext (hc v.1) (hc v.2)
      dQ := LinearMap.ext fun _ => rfl
      dP := LinearMap.ext fun _ => rfl
      mQ := LinearMap.ext fun _ => Prod.ext rfl (mul_zero (X : ℂ[X])).symm
      mP := LinearMap.ext fun _ => Prod.ext rfl
        (map_zero ((-Complex.I) • (derivative : ℂ[X] →ₗ[ℂ] ℂ[X]))).symm }

end

end CavityModeQEDFT
```

```lean
#print axioms CavityModeQEDFT.force_unique
#print axioms CavityModeQEDFT.mean_displacement
```

```
'CavityModeQEDFT.force_unique' depends on axioms: [propext, Classical.choice, Quot.sound]
'CavityModeQEDFT.mean_displacement' depends on axioms: [propext, Classical.choice, Quot.sound]
```

## How the lemmas carry the argument

**Operators.** `sq_commutator` is the rule for [X²,Y] when [X,Y] is a number. `heisenberg` applies it to P² with Q, and to (ωQ − D)² with Q and with P. The tactic `module` then collects the scalar multiples.

**Integrals.** In `memory_hasDerivAt`, `eS` and `eC` are the two separated forms of S and C, while `hC` and `hS` are the derivatives of K and L from the fundamental theorem of calculus. The last `linear_combination` uses sin² + cos² = 1.

**Trajectories.** `IsDriven.unique` differentiates the energy expression in `hE` and evaluates it in `h0`; `nlinarith` extracts the vanishing squares. In `isDriven_iff`, `sol` verifies the formula, and uniqueness identifies any other solution with it. `force_unique` uses the uniqueness of derivatives twice, and needs neither continuity nor ω ≠ 0.

**Means.** `mean_displacement` inserts the commutators into the Ehrenfest equations to obtain `hd`, then applies `isDriven_iff`.

**An example of the operators.** `cavityOperators_witness` realises the commutation relations for a two-level system and a mode acting on polynomials; its `hc` is the product rule for d/dX. Matrices of finite size cannot do this, because a commutator has trace zero and i times the identity does not. A simulation with a truncated photon basis therefore cannot satisfy [Q,P] = i on every state. If the lowest N number states are kept, the relation fails only on the highest of them, by an amount that grows with N, so the formula should be compared with results in which the states near the cutoff are hardly populated.
